# Finitely many commuting idempotents resolve the identity into joint projectors

One spatial orbital holds two spin orbitals, with occupation numbers $n_\uparrow$ and $n_\downarrow$. These are commuting projectors, so expanding a product of two identities gives

$$1=\bigl(n_\uparrow+(1-n_\uparrow)\bigr)\bigl(n_\downarrow+(1-n_\downarrow)\bigr)
= n_\uparrow n_\downarrow+n_\uparrow(1-n_\downarrow)+(1-n_\uparrow)n_\downarrow+(1-n_\uparrow)(1-n_\downarrow).$$

The four terms project onto the doubly occupied, spin-up, spin-down and empty orbital. Two different terms disagree about some spin $\sigma$, so their product contains $n_\sigma(1-n_\sigma)=0$ once commutation has brought these factors together. The first two terms add up to $n_\uparrow$.

The general problem is to find the projectors onto the joint outcomes of finitely many compatible yes-no observables $P_i$. Here the $P_i$ are elements of a ring `R`, which may be noncommutative, with labels $i$ in a type `ι`. "Projector" means only $P_i^2=P_i$; Hermiticity is not required.

```lean
import Mathlib

open Finset

namespace CommutingProjectors

variable {ι R : Type*} [DecidableEq ι] [Ring R] {P : ι → R}
```

A configuration $S$ is the set of labels answered "yes", a `Finset ι` in Lean. It selects for each $i$ the factor

$$f_i(S)=P_i\ \text{ if } i\in S,\qquad f_i(S)=1-P_i\ \text{ if } i\notin S.$$

```lean
/-- The factor that the configuration `S` selects for the index `i`: the element `P i` if `i` lies
in `S`, and its complement `1 - P i` otherwise. -/
def factor (P : ι → R) (S : Finset ι) (i : ι) : R :=
  if i ∈ S then P i else 1 - P i
```

The hypothesis `hc` says that the $P_i$ commute pairwise, which expresses that the observables are compatible. The factors then commute too, since $[P_i,1-P_j]=-[P_i,P_j]=0$ and $[1-P_i,1-P_j]=[P_i,P_j]=0$. The proof splits into the four cases of $i$ and $j$ lying inside or outside $S$.

```lean
/-- If the `P i` commute pairwise, so do the factors selected by a configuration. -/
theorem factor_commute (hc : ∀ i j, Commute (P i) (P j)) (S : Finset ι) (i j : ι) :
    Commute (factor P S i) (factor P S j) := by
  unfold factor
  split_ifs
  · exact hc i j
  · exact (Commute.one_right _).sub_right (hc i j)
  · exact (Commute.one_left _).sub_left (hc i j)
  · exact (Commute.one_left _).sub_left ((Commute.one_right _).sub_right (hc i j))
```

Products can therefore be formed without choosing an order. For a finite set $s$ of labels, let $E^s_S=\prod_{i\in s}f_i(S)$. Lean's `noncommProd` takes the commutation proof as an argument.

```lean
/-- The product of the factors selected by `S`, taken over the indices in `s` only. -/
def partialProjector (hc : ∀ i j, Commute (P i) (P j)) (s S : Finset ι) : R :=
  s.noncommProd (factor P S) (fun i _ j _ _ => factor_commute hc S i j)
```

Taking all labels gives $E_S=\prod_i f_i(S)$, which is a projector and not an energy. `Fintype ι` makes the number of labels finite. With no labels at all, the only configuration is empty and $E_\emptyset=1$.

```lean
/-- For pairwise commuting `P i`, the element `E_S`: the product of `P i` for `i` in `S` and
`1 - P i` for `i` outside `S`, over all indices. -/
def configProjector [Fintype ι] (hc : ∀ i j, Commute (P i) (P j)) (S : Finset ι) : R :=
  partialProjector hc univ S
```

For a new label $a\notin s$, one factor splits off: $E^{s\cup\{a\}}_S=f_a(S)\,E^s_S$.

```lean
/-- For pairwise commuting `P i`, including an index `a` that is not in `s` multiplies the partial
product over `s` by the factor of `a`. -/
theorem partialProjector_insert (hc : ∀ i j, Commute (P i) (P j)) {a : ι} {s : Finset ι}
    (ha : a ∉ s) (S : Finset ι) :
    partialProjector hc (insert a s) S = factor P S a * partialProjector hc s S :=
  Finset.noncommProd_insert_of_notMem s a (factor P S) _ ha
```

Completeness follows by adding one label at a time. The configurations within $s\cup\{a\}$ come in pairs $S$ and $S\cup\{a\}$ with $S\subseteq s$, and $E^s_{S\cup\{a\}}=E^s_S$ because the factors in $s$ do not depend on $a$ (`hcongr`). Hence

$$\sum_{S\subseteq s\cup\{a\}}E^{s\cup\{a\}}_S=\sum_{S\subseteq s}\bigl[(1-P_a)+P_a\bigr]E^s_S=\sum_{S\subseteq s}E^s_S=1.$$

The induction starts from the empty product, which is 1. Idempotence is not used.

```lean
/-- For pairwise commuting `P i`, the partial products over the indices in `s` sum to the identity
when all configurations within `s` are included. -/
theorem sum_partialProjector (hc : ∀ i j, Commute (P i) (P j)) (s : Finset ι) :
    ∑ S ∈ s.powerset, partialProjector hc s S = 1 := by
  induction s using Finset.induction_on with
  | empty =>
    rw [Finset.powerset_empty, Finset.sum_singleton]
    exact Finset.noncommProd_empty _ _
  | insert a s ha ih =>
    rw [Finset.sum_powerset_insert ha, ← Finset.sum_add_distrib, ← ih]
    refine Finset.sum_congr rfl fun S hS => ?_
    have haS : a ∉ S := fun h => ha (Finset.mem_powerset.mp hS h)
    -- the factors of the indices in `s` do not notice whether `a` is occupied
    have hcongr : partialProjector hc s (insert a S) = partialProjector hc s S := by
      refine Finset.noncommProd_congr rfl (fun i hi => ?_) _
      have hia : i ≠ a := fun h => ha (h ▸ hi)
      simp [factor, hia]
    rw [partialProjector_insert hc ha, partialProjector_insert hc ha, hcongr, ← add_mul]
    simp [factor, haS]
```

It enters now, as the hypothesis `hP`: $P_i^2=P_i$, the algebraic form of an observable with no values other than 0 and 1. Write $E_S=f_i(S)\,G$, where $G$ collects the other factors. Then

$$P_iE_S=P_i^2G=E_S\quad(i\in S),\qquad P_iE_S=(P_i-P_i^2)G=0\quad(i\notin S).$$

```lean
/-- For commuting idempotents, `P i` leaves `E_S` unchanged if `i` lies in `S` and annihilates it
otherwise. -/
theorem mul_configProjector [Fintype ι] (hc : ∀ i j, Commute (P i) (P j))
    (hP : ∀ i, P i * P i = P i) (i : ι) (S : Finset ι) :
    P i * configProjector hc S = if i ∈ S then configProjector hc S else 0 := by
  -- bring the factor of `i` to the front
  have h : configProjector hc S = factor P S i * (univ.erase i).noncommProd (factor P S)
      (fun i _ j _ _ => factor_commute hc S i j) :=
    (Finset.mul_noncommProd_erase univ (mem_univ i) (factor P S)
      (fun i _ j _ _ => factor_commute hc S i j)
      (fun i _ j _ _ => factor_commute hc S i j)).symm
  rw [h, ← mul_assoc]
  by_cases hi : i ∈ S
  · simp [factor, hi, hP]
  · simp [factor, hi, mul_sub, hP]
```

Now let $X$ be any ring element on which the observables have definite values given by a configuration $T$: $P_iX=X$ for $i\in T$ and $P_iX=0$ otherwise. Then $f_i(S)X=X$ if $S$ and $T$ agree about $i$, and $f_i(S)X=0$ if they disagree (`hf`). Applying the factors one after another shows that $E^s_SX$ is $X$ if $S$ and $T$ agree on all of $s$, and 0 otherwise (`key`). Over all labels, agreement means $S=T$, so $E_SX=\delta_{ST}X$.

```lean
/-- Let the `P i` commute pairwise. If every `P i` acts on `X` from the left as 1 for `i` in `T` and
as 0 otherwise, then `E_S` leaves `X` unchanged for `S = T` and annihilates it for every other `S`.
-/
theorem configProjector_mul [Fintype ι] (hc : ∀ i j, Commute (P i) (P j)) {T : Finset ι} {X : R}
    (hX : ∀ i, P i * X = if i ∈ T then X else 0) (S : Finset ι) :
    configProjector hc S * X = if S = T then X else 0 := by
  have hf : ∀ a, factor P S a * X = if (a ∈ S ↔ a ∈ T) then X else 0 := by
    intro a
    by_cases h1 : a ∈ S <;> by_cases h2 : a ∈ T <;> simp [factor, h1, h2, sub_mul, hX]
  -- the partial product keeps `X` exactly when `S` and `T` agree on the indices used
  have key : ∀ s : Finset ι, partialProjector hc s S * X =
      if (∀ i ∈ s, (i ∈ S ↔ i ∈ T)) then X else 0 := by
    intro s
    induction s using Finset.induction_on with
    | empty =>
      have he : partialProjector hc ∅ S = 1 := Finset.noncommProd_empty _ _
      simp [he]
    | insert a s ha ih =>
      rw [partialProjector_insert hc ha, mul_assoc, ih]
      simp only [Finset.forall_mem_insert]
      by_cases h2 : ∀ i ∈ s, (i ∈ S ↔ i ∈ T)
      · by_cases h1 : (a ∈ S ↔ a ∈ T)
        · rw [if_pos h2, hf, if_pos h1, if_pos ⟨h1, h2⟩]
        · rw [if_pos h2, hf, if_neg h1, if_neg (fun h => h1 h.1)]
      · rw [if_neg h2, mul_zero, if_neg (fun h => h2 h.2)]
  rw [configProjector, key]
  by_cases h : S = T
  · rw [if_pos h, if_pos (fun i _ => by rw [h])]
  · rw [if_neg h, if_neg (fun h' => h (Finset.ext fun i => h' i (mem_univ i)))]
```

The main theorem combines these steps. By the action of $P_i$ on $E_T$, the choice $X=E_T$ is allowed, and it gives $E_SE_T=\delta_{ST}E_T$. Multiplying completeness by $P_i$ gives

$$P_i=\sum_S P_iE_S=\sum_{S\ni i}E_S.$$

The theorem states three things: the product rule, $\sum_SE_S=1$, and this recovery of each $P_i$. Some $E_S$ may vanish: if $P_1=P_2$, then $P_1(1-P_2)=0$, and that joint outcome never occurs.

```lean
/-- For finitely many pairwise commuting idempotents `P i` in a ring, the configuration projectors
`E_S` are pairwise orthogonal idempotents summing to 1, and each `P i` is the sum of the `E_S`
over the configurations `S` that contain `i`. -/
theorem joint_resolution [Fintype ι] (hc : ∀ i j, Commute (P i) (P j))
    (hP : ∀ i, P i * P i = P i) :
    (∀ S T, configProjector hc S * configProjector hc T =
      if S = T then configProjector hc T else 0) ∧
    ∑ S, configProjector hc S = 1 ∧
    ∀ i, P i = ∑ S with i ∈ S, configProjector hc S := by
  have hsum : ∑ S, configProjector hc S = 1 := by
    have h := sum_partialProjector hc univ
    rwa [Finset.powerset_univ] at h
  refine ⟨fun S T => configProjector_mul hc (fun i => mul_configProjector hc hP i T) S,
    hsum, fun i => ?_⟩
  -- multiply the resolution of the identity by `P i`
  calc P i = P i * ∑ S, configProjector hc S := by rw [hsum, mul_one]
    _ = ∑ S, if i ∈ S then configProjector hc S else 0 := by
        rw [Finset.mul_sum]
        exact Finset.sum_congr rfl fun S _ => mul_configProjector hc hP i S
    _ = ∑ S with i ∈ S, configProjector hc S := by rw [Finset.sum_filter]
```

Conversely, suppose a family $F_S$ sums to 1 and $P_iF_S$ equals $F_S$ for $i\in S$ and 0 otherwise. Then

$$E_S=E_S\sum_TF_T=\sum_T\delta_{ST}F_T=F_S,$$

so the $P_i$ and these two conditions determine the family. Commutation is assumed here, but idempotence is not.

```lean
/-- Let the `P i` commute, and let `F S` be a family summing to 1 on which each `P i` acts from the
left as 1 if `i` lies in `S` and as 0 otherwise. Then `F S` is the configuration projector `E_S`. -/
theorem configProjector_unique [Fintype ι] (hc : ∀ i j, Commute (P i) (P j))
    (F : Finset ι → R) (hsum : ∑ S, F S = 1)
    (hF : ∀ i S, P i * F S = if i ∈ S then F S else 0) (S : Finset ι) :
    configProjector hc S = F S := by
  calc configProjector hc S = configProjector hc S * ∑ T, F T := by rw [hsum, mul_one]
    _ = ∑ T, if S = T then F T else 0 := by
        rw [Finset.mul_sum]
        exact Finset.sum_congr rfl fun T _ => configProjector_mul hc (fun i => hF i T) S
    _ = F S := by simp
```

Spin orbitals supply an example of any finite size. In the basis of configurations, $n_i$ is diagonal, with entry 1 at $S$ if $i\in S$ and 0 otherwise. For $m$ spin orbitals the matrix has dimension $2^m$. The definition starts from this diagonal form; its identification with $a_i^\dagger a_i$, built from fermionic creation and annihilation operators, is a separate step.

```lean
/-- The occupation number of the spin orbital `i`, as a diagonal matrix in the basis of
configurations: 1 if `i` is occupied and 0 if it is empty. -/
def occupation [Fintype ι] (i : ι) : Matrix (Finset ι) (Finset ι) ℂ :=
  Matrix.diagonal fun S => if i ∈ S then 1 else 0
```

The diagonal entries are 0 or 1, so they equal their squares, and diagonal matrices commute.

```lean
/-- The occupation numbers of finitely many spin orbitals are pairwise commuting idempotents. -/
theorem occupation_witness [Fintype ι] :
    (∀ i : ι, occupation i * occupation i = occupation i) ∧
    ∀ i j : ι, Commute (occupation i) (occupation j) := by
  constructor
  · intro i
    rw [occupation, Matrix.diagonal_mul_diagonal]
    exact congrArg Matrix.diagonal (funext fun S => by by_cases h : i ∈ S <;> simp [h])
  · intro i j
    rw [commute_iff_eq, occupation, occupation, Matrix.diagonal_mul_diagonal,
      Matrix.diagonal_mul_diagonal]
    exact congrArg Matrix.diagonal (funext fun S => mul_comm _ _)
```

The joint projector is $E_S=|S\rangle\langle S|$, written `Matrix.single S S 1`, so here every $E_S$ is nonzero. The proof applies uniqueness to $F_T=|T\rangle\langle T|$: these matrices sum to the identity, and $n_i|T\rangle\langle T|$ is $|T\rangle\langle T|$ or 0 according to whether $i\in T$. Both facts are checked entry by entry.

```lean
/-- For the occupation numbers, `E_S` is the matrix unit with a single entry 1 at the diagonal
position of the configuration `S`. -/
theorem configProjector_occupation [Fintype ι] (S : Finset ι) :
    configProjector (occupation_witness (ι := ι)).2 S = Matrix.single S S 1 := by
  refine configProjector_unique _ (fun T => Matrix.single T T 1) ?_ ?_ S
  · ext a b
    simp [Matrix.sum_apply, Matrix.single_apply, Matrix.one_apply, ite_and]
  · intro i T
    ext a b
    rw [occupation, Matrix.diagonal_mul]
    by_cases ha : T = a
    · subst ha
      by_cases h : i ∈ T <;> simp [h]
    · by_cases h : i ∈ T <;> simp [h, ha]

end CommutingProjectors
```

In a configuration-interaction calculation with finitely many orthonormal spin orbitals, this decomposition turns determinant weights into orbital occupations. For a state $\psi=\sum_Sc_S|S\rangle$ with $\sum_S|c_S|^2=1$, the expectation value of $E_S$ is $|c_S|^2$, so

$$\langle n_i\rangle=\sum_{S\ni i}|c_S|^2.$$

For the hydrogen molecule in a minimal basis, with bonding orbital $g$, antibonding orbital $u$ and the normalised state $\psi=c_g|g{\uparrow}\,g{\downarrow}\rangle+c_u|u{\uparrow}\,u{\downarrow}\rangle$, only the first determinant contains $g{\uparrow}$, and the occupation of that spin orbital is $|c_g|^2$.

```lean
#print axioms CommutingProjectors.joint_resolution
#print axioms CommutingProjectors.configProjector_occupation
```

```
'CommutingProjectors.joint_resolution' depends on axioms: [propext, Classical.choice, Quot.sound]
'CommutingProjectors.configProjector_occupation' depends on axioms: [propext, Classical.choice, Quot.sound]
```
